# Total pair energy of an antisymmetric state from the pairs among its first N−1 electrons

## Leaving out the last electron

Suppose the interaction energies of an atomic shell with $N-1$ electrons are known, and one more electron is added while the radial orbitals are kept fixed. An antisymmetric $N$-electron state can be expanded in states of the first $N-1$ electrons, its parents, each combined with a state of the last electron. In such an expansion the repulsion among the first $N-1$ electrons is easy to evaluate, because the last electron only looks on. The full repulsion also contains the $N-1$ pairs that involve the last electron. How much do they add?

For $N\ge 3$, antisymmetry answers this without a further calculation: the total is $N/(N-2)$ times the repulsion among the first $N-1$ electrons, with both evaluated in the same $N$-electron state. The relation is derived here for finitely many one-electron labels and an interaction that is diagonal in them. It supplies the prefactor used in fractional-parentage calculations, but not the parentage coefficients.

## Configurations, states and pair energies

Let $\alpha$ be a finite set of one-electron labels, for instance grid points combined with a spin projection. Number the electrons $0,\dots,N-1$. A configuration $x$ gives electron $i$ the label $x_i$, and a state is a complex function $\psi(x)$ that changes sign when two distinct electrons are exchanged. For a real pair function $g$, define

$$
V_N(x)=\sum_{0\le i<j\le N-1} g(x_i,x_j),\qquad
V_{N-1}(x)=\sum_{0\le i<j\le N-2} g(x_i,x_j).
$$

The claim is that, for $N\ge 3$,

$$
\sum_x|\psi(x)|^2\,V_N(x)=\frac{N}{N-2}\sum_x|\psi(x)|^2\,V_{N-1}(x).
$$

If $\sum_x|\psi(x)|^2=1$, both sums are expectation values. Otherwise, for a nonzero state, dividing both sides by the squared norm gives the normalised version with the same factor.

## Every pair contributes equally

It costs nothing to treat two antisymmetric states $\psi$ and $\varphi$ at once. Write

$$
M_{ij}=\sum_x \overline{\psi(x)}\,g(x_i,x_j)\,\varphi(x),\qquad i\neq j.
$$

Let $\tau$ exchange two distinct electrons $a$ and $b$, and let $x\circ\tau$ be the configuration with entries $x_{\tau(i)}$. As $x$ runs through all configurations, so does $x\circ\tau$. Therefore

$$
M_{ij}=\sum_x\overline{\psi(x\circ\tau)}\,g(x_{\tau(i)},x_{\tau(j)})\,\varphi(x\circ\tau)
=(-1)^2M_{\tau(i)\tau(j)}=M_{\tau(i)\tau(j)}.
$$

Now take any other pair $k\neq l$. Exchanging $i$ and $k$ carries $i$ to $k$ and $j$ to some $j'\neq k$, so $M_{ij}=M_{kj'}$. Exchanging $j'$ and $l$ leaves $k$ alone, since $k$ is neither of them, and gives $M_{kj'}=M_{kl}$. If an exchange happens to be between an electron and itself, nothing changes. All pairs thus share one value $M$.

## Counting the pairs

Among $m$ electrons, electron $j$ has $j$ partners with a smaller number, so the number of pairs is $0+1+\dots+(m-1)=m(m-1)/2$. Hence

$$
\langle\psi|V_N|\varphi\rangle=\frac{N(N-1)}2M,\qquad
\langle\psi|V_{N-1}|\varphi\rangle=\frac{(N-1)(N-2)}2M.
$$

Multiplying the second expression by $N/(N-2)$ gives the first, also when $M=0$. Setting $\varphi=\psi$ gives the claim. For $N=3$ the restricted sum contains a single pair, and the factor is 3.

## Two small counterexamples

Without antisymmetry the relation can fail. Take $N=3$, labels $\{0,1\}$, and a state equal to 1 on the configuration $(0,0,1)$ and zero elsewhere. Let $g(0,0)=1$ and let $g$ vanish otherwise. The total pair energy is 1, and so is the energy of the first two electrons, whereas the relation would demand a ratio of 3.

For $N=2$ there is no pair among the first $N-1$ electrons. The antisymmetric state with $\psi(0,1)=1/\sqrt2$ and $\psi(1,0)=-1/\sqrt2$ has total energy 1 when $g=1$ everywhere, while the restricted sum is zero. No finite factor connects the two.

## From d² to d³

In a shell calculation, let $c_p$ be the fractional-parentage coefficients of a normalised $d^3$ state with definite $L$ and $S$. Each term of $d^2$ occurs only once, so the expectation value of the repulsion in this state is

$$
E=3\sum_p |c_p|^2E_p,
$$

where $E_p$ is the repulsion energy of the parent term $p$, evaluated with the same radial orbital as the $d^3$ state. Energies computed with the relaxed orbitals of the separate $d^2$ ion would not do. A program can read the $c_p$ from a table, form the weighted sum over parents and multiply by $N/(N-2)=3$. For a term that occurs once in $d^3$, this is its repulsion energy. The term $^2D$ occurs twice, and the repulsion mixes the two tabulated states. Their off-diagonal element follows from the same formula with $\overline{c_p}\,c'_p$ in place of $|c_p|^2$, and the energies are the eigenvalues of the resulting $2\times2$ matrix. This example relies on angular-momentum coupling and on the Coulomb interaction in continuous space, neither of which is treated in the Lean file below.

## Finite labels and a diagonal interaction in Lean

The theorem `sum_normSq_pairEnergy` writes $N$ as `n + 1`, so the hypothesis `2 ≤ n` means $N\ge3$ and the factor $N/(N-2)$ appears as `((n : ℝ) + 1) / (n - 1)`. A configuration is a function `Fin (n + 1) → α`, and `IsAntisymmetric` is the sign rule for exchanging distinct electrons. In `pairEnergy`, the inner sum runs over the electrons $i<j$, so each pair is counted once. The expression `x ∘ Fin.castSucc` is the configuration with the last electron removed.

The more general `matrixElement_pairEnergy` concerns two antisymmetric states, with the complex conjugate on the left one. Neither theorem asks for normalisation, nor for $g$ to be symmetric: a physical repulsion is symmetric, but the antisymmetry of the states already makes the pairs equivalent.

The interaction is multiplicative: it depends on the labels and does not change them. This suits a grid with finite values of $g$, including at coinciding positions. It does not suit labels that stand for atomic orbitals, where the Coulomb operator also has off-diagonal elements. If $\alpha$ has fewer than $N$ elements, two electrons always share a label, every antisymmetric state vanishes, and the equation reads $0=0$.

```lean
import Mathlib

open ComplexConjugate

namespace PairEnergyParentage

noncomputable section

variable {α : Type*} [Fintype α] {N n : ℕ}

/-- A wavefunction of `N` electrons is antisymmetric if exchanging any two distinct electrons
reverses its sign. -/
def IsAntisymmetric (ψ : (Fin N → α) → ℂ) : Prop :=
  ∀ i j, i ≠ j → ∀ x, ψ (x ∘ Equiv.swap i j) = -ψ x

/-- The total pair energy of a configuration `x`: the sum of `g (x i) (x j)` over all pairs
`i < j`. -/
def pairEnergy (g : α → α → ℝ) (x : Fin N → α) : ℝ :=
  ∑ j, ∑ i ∈ Finset.Iio j, g (x i) (x j)

/-- The matrix element of a real multiplicative interaction `V` between the states `ψ` and `φ`. -/
def matrixElement (ψ : (Fin N → α) → ℂ) (V : (Fin N → α) → ℝ) (φ : (Fin N → α) → ℂ) : ℂ :=
  ∑ x, conj (ψ x) * (V x : ℂ) * φ x

/-- The Slater determinant, without normalisation factor, of the orbitals `f a`. -/
def slater (f : Fin N → α → ℂ) (x : Fin N → α) : ℂ :=
  (Matrix.of fun a b => f a (x b)).det

omit [Fintype α] in
/-- Every Slater determinant is antisymmetric. -/
theorem slater_isAntisymmetric (f : Fin N → α → ℂ) : IsAntisymmetric (slater f) := by
  intro i j hij x
  calc slater f (x ∘ Equiv.swap i j)
      = ((Matrix.of fun a b => f a (x b)).submatrix id (Equiv.swap i j)).det := rfl
    _ = -slater f x := by
      rw [Matrix.det_permute', Equiv.Perm.sign_swap hij]
      simp [slater]

/-- The Slater determinant of `N` orbitals, each concentrated on its own label, is antisymmetric
and has the value one when electron `i` carries label `i`. -/
theorem isAntisymmetric_witness (N : ℕ) :
    IsAntisymmetric (slater (fun a b : Fin N => (1 : Matrix (Fin N) (Fin N) ℂ) a b)) ∧
      slater (fun a b : Fin N => (1 : Matrix (Fin N) (Fin N) ℂ) a b) id = 1 :=
  ⟨slater_isAntisymmetric _, Matrix.det_one⟩

/-- Between antisymmetric states, the interaction of a pair of electrons has the same matrix element
after the electrons `a` and `b` are exchanged in the pair. -/
theorem matrixElement_swap {ψ φ : (Fin N → α) → ℂ} (hψ : IsAntisymmetric ψ)
    (hφ : IsAntisymmetric φ) (g : α → α → ℝ) (a b i j : Fin N) :
    matrixElement ψ (fun x => g (x (Equiv.swap a b i)) (x (Equiv.swap a b j))) φ =
      matrixElement ψ (fun x => g (x i) (x j)) φ := by
  by_cases hab : a = b
  · subst hab
    simp
  · have hinv : Function.Involutive (fun x : Fin N → α => x ∘ Equiv.swap a b) :=
      fun x => by funext i; simp
    unfold matrixElement
    -- the two signs from the exchange cancel
    exact Fintype.sum_bijective _ hinv.bijective _ _ fun x => by
      simp only [hψ a b hab x, hφ a b hab x, map_neg, Function.comp_apply]
      ring

/-- Between antisymmetric states, all pairs of distinct electrons have the same interaction
matrix element. -/
theorem matrixElement_pair_eq {ψ φ : (Fin N → α) → ℂ} (hψ : IsAntisymmetric ψ)
    (hφ : IsAntisymmetric φ) (g : α → α → ℝ) {i j k l : Fin N} (hij : i ≠ j) (hkl : k ≠ l) :
    matrixElement ψ (fun x => g (x i) (x j)) φ =
      matrixElement ψ (fun x => g (x k) (x l)) φ := by
  have hj : Equiv.swap i k j ≠ k := fun h =>
    hij ((Equiv.swap i k).injective (by rw [h, Equiv.swap_apply_left]))
  -- first carry `i` to `k`, then the partner to `l`
  have h1 := matrixElement_swap hψ hφ g i k i j
  rw [Equiv.swap_apply_left] at h1
  have h2 := matrixElement_swap hψ hφ g (Equiv.swap i k j) l k (Equiv.swap i k j)
  rw [Equiv.swap_apply_of_ne_of_ne hj.symm hkl, Equiv.swap_apply_left] at h2
  exact h1.symm.trans h2.symm

/-- Between antisymmetric states, the pair energy of any `m` distinct electrons, selected by `e`,
has `m (m - 1) / 2` times the matrix element of a single pair. -/
theorem matrixElement_selected {m : ℕ} {ψ φ : (Fin N → α) → ℂ} (hψ : IsAntisymmetric ψ)
    (hφ : IsAntisymmetric φ) (g : α → α → ℝ) {e : Fin m → Fin N} (he : Function.Injective e)
    {k l : Fin N} (hkl : k ≠ l) :
    matrixElement ψ (fun x => pairEnergy g (x ∘ e)) φ =
      (m : ℂ) * (m - 1) / 2 * matrixElement ψ (fun x => g (x k) (x l)) φ := by
  have hs : ∀ r : ℕ, ∑ j ∈ Finset.range r, (j : ℂ) = (r : ℂ) * (r - 1) / 2 := by
    intro r
    induction r with
    | zero => simp
    | succ r ih =>
      rw [Finset.sum_range_succ, ih]
      push_cast
      ring
  calc matrixElement ψ (fun x => pairEnergy g (x ∘ e)) φ
      = ∑ j : Fin m, ∑ i ∈ Finset.Iio j,
          matrixElement ψ (fun x => g (x (e i)) (x (e j))) φ := by
        simp only [matrixElement, pairEnergy, Complex.ofReal_sum, Finset.mul_sum,
          Finset.sum_mul, Function.comp_apply]
        rw [Finset.sum_comm]
        exact Finset.sum_congr rfl fun j _ => Finset.sum_comm
    _ = ∑ j : Fin m, ∑ _i ∈ Finset.Iio j, matrixElement ψ (fun x => g (x k) (x l)) φ :=
        Finset.sum_congr rfl fun j _ => Finset.sum_congr rfl fun i hi =>
          matrixElement_pair_eq hψ hφ g (he.ne (Finset.mem_Iio.mp hi).ne) hkl
    _ = _ := by
        -- electron `j` has `j` partners before it
        rw [← hs m, ← Fin.sum_univ_eq_sum_range (fun r => (r : ℂ)) m, Finset.sum_mul]
        refine Finset.sum_congr rfl fun j _ => ?_
        rw [Finset.sum_const, Fin.card_Iio, nsmul_eq_mul]

/-- For `N = n + 1 ≥ 3` electrons, the matrix element of the total pair energy between
antisymmetric states is `N / (N - 2)` times that of the pairs among the first `N - 1` electrons. -/
theorem matrixElement_pairEnergy (hn : 2 ≤ n) {ψ φ : (Fin (n + 1) → α) → ℂ}
    (hψ : IsAntisymmetric ψ) (hφ : IsAntisymmetric φ) (g : α → α → ℝ) :
    matrixElement ψ (pairEnergy g) φ =
      ((n : ℂ) + 1) / (n - 1) *
        matrixElement ψ (fun x => pairEnergy g (x ∘ Fin.castSucc)) φ := by
  have hne : (0 : Fin (n + 1)) ≠ Fin.last n := by
    intro h
    have h' := congrArg Fin.val h
    simp only [Fin.val_zero, Fin.val_last] at h'
    omega
  have hn' : (n : ℂ) - 1 ≠ 0 :=
    sub_ne_zero.mpr (by exact_mod_cast (by omega : n ≠ 1))
  have h1 : matrixElement ψ (pairEnergy g) φ = _ :=
    matrixElement_selected hψ hφ g (e := id) Function.injective_id hne
  rw [h1, matrixElement_selected hψ hφ g (Fin.castSucc_injective n) hne,
    div_mul_eq_mul_div ((n : ℂ) + 1), eq_div_iff hn']
  push_cast
  ring

/-- For an antisymmetric state of `N = n + 1 ≥ 3` electrons, the sum of `|ψ|²` times the total
pair energy is `N / (N - 2)` times the same sum with only pairs among the first `N - 1`
electrons. -/
theorem sum_normSq_pairEnergy (hn : 2 ≤ n) {ψ : (Fin (n + 1) → α) → ℂ}
    (hψ : IsAntisymmetric ψ) (g : α → α → ℝ) :
    ∑ x, ‖ψ x‖ ^ 2 * pairEnergy g x =
      ((n : ℝ) + 1) / (n - 1) * ∑ x, ‖ψ x‖ ^ 2 * pairEnergy g (x ∘ Fin.castSucc) := by
  have key : ∀ (z : ℂ) (r : ℝ), conj z * (r : ℂ) * z = ((‖z‖ ^ 2 * r : ℝ) : ℂ) := by
    intro z r
    push_cast
    rw [← Complex.conj_mul']
    ring
  have h := matrixElement_pairEnergy hn hψ hψ g
  simp only [matrixElement, key] at h
  exact_mod_cast h

end

end PairEnergyParentage
```

```lean
#print axioms PairEnergyParentage.sum_normSq_pairEnergy
```

```
'PairEnergyParentage.sum_normSq_pairEnergy' depends on axioms: [propext, Classical.choice, Quot.sound]
```

## Exchanges and pair counts in the Lean proof

`slater_isAntisymmetric` supplies familiar examples of the states in question. Exchanging two electrons exchanges two columns of the determinant, and `Matrix.det_permute'` gives the sign. `isAntisymmetric_witness` exhibits a nonzero case for every $N$, with $N$ labels and one orbital on each. Its value at the configuration `id` is 1, which becomes $1/\sqrt{N!}$ after normalisation.

`matrixElement_swap` is the change of summation variable. Exchanging twice restores the configuration, so the map is a bijection, and `Fintype.sum_bijective` compares the two sums term by term. The antisymmetry hypotheses produce two minus signs, which `ring` cancels.

`matrixElement_pair_eq` performs the two exchanges of the derivation. There $j'$ is `Equiv.swap i k j`, and `hj` records that it differs from $k$. The equations `h1` and `h2` are the two steps, joined at the end.

`matrixElement_selected` does the counting for any $m$ distinct electrons, chosen by an injective map `e`. The first step of its `calc` block moves the sum over pairs outside the sum over configurations. The second replaces every pair by the reference pair $(k,l)$. The third counts the terms, using the formula `hs` for $0+1+\dots+(m-1)$, which is proved by induction.

`matrixElement_pairEnergy` applies this lemma twice, with `id` for all electrons and with `Fin.castSucc` for the first $N-1$. Both use electrons 0 and $n$ as the reference pair. This is legitimate even though electron $n$ is absent from the restricted energy, because all pairs have equal matrix elements. The hypothesis `2 ≤ n` ensures that the denominator is nonzero, and `ring` checks the remaining identity.

Finally, `sum_normSq_pairEnergy` sets both states equal to $\psi$. The auxiliary identity `key` turns $\bar z\,r\,z$ into $|z|^2r$, and the complex equation becomes the real one.
